# The First-Order Density-Matrix Response Equations Have Exactly One Solution If and Only If No Occupied Level Coincides with an Empty One

The response of a density matrix can be defined as a derivative or by the equations that such a derivative satisfies. We take the equations. Let $H$ be the Hamiltonian, $P$ its density matrix and $V$ a fixed perturbation. If a differentiable family $P(\lambda)$ with $P(0)=P$ satisfies $P(\lambda)^2=P(\lambda)$ and commutes with $H+\lambda V$, then differentiating at $\lambda=0$ gives, for $D=P'(0)$,

$$PD+DP=D,\qquad HD-DH=PV-VP.$$

Any matrix $D$ obeying both equations is called a response; the existence of the family $P(\lambda)$ is not part of the definition.

## Occupied–empty entries carry the whole response

Work in a finite orbital basis with $H=\mathrm{diag}(e)$ and $P=\mathrm{diag}(p)$, where $e_i$ is the energy of level $i$ and $p_i\in\{0,1\}$ its occupation. The claim is that, for any given $V$, exactly one response exists if and only if $e_i\ne e_j$ whenever $p_i\ne p_j$. Degeneracy among equally occupied levels is allowed.

Entry by entry, the conditions read

$$(p_i+p_j)D_{ij}=D_{ij},\qquad (e_i-e_j)D_{ij}=(p_i-p_j)V_{ij}.$$

If $p_i=p_j$, the first equation is $0=D_{ij}$ or $2D_{ij}=D_{ij}$, so $D_{ij}=0$, and the second then holds as well. If $p_i\ne p_j$, then $p_i+p_j=1$ and the first equation is automatic. When $e_i\ne e_j$, the second gives

$$D_{ij}=\frac{p_i-p_j}{e_i-e_j}V_{ij}.$$

If instead $e_i=e_j$ while $p_i\ne p_j$, adding 1 to $D_{ij}$ turns any solution into another, so there is never exactly one. Adding 1 to $D_{ji}$ as well keeps a Hermitian solution Hermitian. At such a degeneracy the equations can leave open what the family $P(\lambda)$ fixes: for $H=0$, $V=\mathrm{diag}(1,-1)$ and $P=\mathrm{diag}(1,0)$, every such family is constant, so its derivative is zero, but the equations allow any off-diagonal entries in $D$.

For orbitals $U$ with inverse $W$, $(UXW)(UYW)=UXYW$ for all matrices $X,Y$. Both conditions therefore survive the change of basis. For $H=U\,\mathrm{diag}(e)\,W$ and $P=U\,\mathrm{diag}(p)\,W$, one transforms $V$ to $WVU$, applies the formula and transforms back.

Two traces follow. Multiplying $PD+DP=D$ by $P$ from the left gives $PDP=0$. Hence $\mathrm{tr}(PD)=\mathrm{tr}(PPD)=\mathrm{tr}(PDP)=0$ and $\mathrm{tr}\,D=2\,\mathrm{tr}(PD)=0$: the electron number is unchanged to first order. In the basis where $H$ and $P$ are diagonal, for real symmetric $V$ and with no occupied level equal in energy to an empty one, the entries $(i,a)$ and $(a,i)$ contribute equally, so

$$\mathrm{tr}(VD)=2\sum_{p_i=1}\sum_{p_a=0}\frac{V_{ia}^2}{e_i-e_a}.$$

Every term is at most zero if all occupied levels lie below all empty ones.

For non-interacting electrons in a finite orthonormal basis of spin orbitals, and with no occupied level equal in energy to an empty one, $D$ gives the first-order change $\mathrm{tr}(AD)$ in the expectation value of any fixed one-electron observable $A$. Fractional occupations and the self-consistent change of $H$ with $P$ are not covered.

## The response equations in Lean

The finite type `n` labels the levels, and `K` is any field, so real and complex matrices are treated together. `IsResponse H P V D` is the pair of equations above.

```lean
import Mathlib

open Finset

namespace DensityMatrixResponse

variable {n K : Type*} [Fintype n] [DecidableEq n] [Field K]

omit [DecidableEq n] in
/-- The first-order conditions on the change `D` of a density matrix `P` when the Hamiltonian
`H` is perturbed by `V`: linearised idempotency and linearised stationarity. -/
def IsResponse (H P V D : Matrix n n K) : Prop :=
  P * D + D * P = D ∧ H * D - D * H = P * V - V * P
```

The formula becomes a matrix. Lean sets division by zero to zero, but the theorems use this matrix only when the denominators that occur are nonzero.

```lean
open scoped Classical in
/-- The sum-over-states matrix for levels `e` and occupations `p`: zero between equally occupied
levels, and `(p i - p j) / (e i - e j) * V i j` otherwise. It is meant for the case where levels of
different occupation have different energies. -/
noncomputable def sumOverStates (e p : n → K) (V : Matrix n n K) : Matrix n n K :=
  Matrix.of fun i j => if p i = p j then 0 else (p i - p j) / (e i - e j) * V i j
```

Multiplication by a diagonal matrix scales rows or columns, which yields the two scalar equations.

```lean
/-- For a diagonal Hamiltonian and a diagonal density matrix, the response conditions decouple into
two scalar equations for each matrix entry. -/
theorem isResponse_iff_entries (e p : n → K) (V D : Matrix n n K) :
    IsResponse (Matrix.diagonal e) (Matrix.diagonal p) V D ↔
      ∀ i j, (p i + p j) * D i j = D i j ∧ (e i - e j) * D i j = (p i - p j) * V i j := by
  unfold IsResponse
  rw [← Matrix.ext_iff, ← Matrix.ext_iff]
  simp only [Matrix.add_apply, Matrix.sub_apply, Matrix.diagonal_mul, Matrix.mul_diagonal]
  constructor
  · rintro ⟨h1, h2⟩ i j
    exact ⟨by linear_combination h1 i j, by linear_combination h2 i j⟩
  · intro h
    exact ⟨fun i j => by linear_combination (h i j).1,
      fun i j => by linear_combination (h i j).2⟩
```

Here `gap` is the condition on energies. The split on `p i = p j` follows the derivation in both directions; `V` need not be symmetric.

```lean
/-- For a diagonal Hamiltonian and a diagonal density matrix, with occupations 0 or 1 and different
energies whenever occupations differ, a matrix is a density-matrix response exactly when it is the
sum-over-states matrix. -/
theorem isResponse_iff_sumOverStates (e p : n → K) (hp : ∀ i, p i = 0 ∨ p i = 1)
    (gap : ∀ i j, p i ≠ p j → e i ≠ e j) (V D : Matrix n n K) :
    IsResponse (Matrix.diagonal e) (Matrix.diagonal p) V D ↔ D = sumOverStates e p V := by
  rw [isResponse_iff_entries]
  constructor
  · intro h
    ext i j
    obtain ⟨h1, h2⟩ := h i j
    by_cases hij : p i = p j
    · -- idempotency removes the occupied-occupied and empty-empty blocks
      have h0 : D i j = 0 := by
        rcases hp j with hj | hj
        · rw [hij, hj] at h1
          linear_combination -h1
        · rw [hij, hj] at h1
          linear_combination h1
      simp [sumOverStates, hij, h0]
    · -- stationarity fixes the occupied-empty blocks
      have he := sub_ne_zero.mpr (gap i j hij)
      simp only [sumOverStates, Matrix.of_apply, if_neg hij]
      rw [div_mul_eq_mul_div, eq_div_iff he]
      linear_combination h2
  · rintro rfl i j
    by_cases hij : p i = p j
    · simp [sumOverStates, hij]
    · have he := sub_ne_zero.mpr (gap i j hij)
      have hs : p i + p j = 1 := by
        rcases hp i with a | a <;> rcases hp j with b | b <;> simp [a, b] at hij ⊢
      simp only [sumOverStates, Matrix.of_apply, if_neg hij]
      refine ⟨by rw [hs, one_mul], ?_⟩
      field_simp
```

In the next theorem `gap` is the conclusion of one direction. `Matrix.single i j 1` is the added matrix unit, and uniqueness would force its nonzero entry to vanish.

```lean
/-- For a diagonal Hamiltonian and a diagonal density matrix, with occupations 0 or 1, and for any
perturbation, exactly one density-matrix response exists if and only if levels of different
occupation have different energies. -/
theorem existsUnique_response_iff_gap (e p : n → K) (hp : ∀ i, p i = 0 ∨ p i = 1)
    (V : Matrix n n K) :
    (∃! D, IsResponse (Matrix.diagonal e) (Matrix.diagonal p) V D) ↔
      ∀ i j, p i ≠ p j → e i ≠ e j := by
  constructor
  · rintro ⟨D, hD, huniq⟩ i j hij he
    have hs : p i + p j = 1 := by
      rcases hp i with a | a <;> rcases hp j with b | b <;> simp [a, b] at hij ⊢
    -- mixing two degenerate levels of different occupation gives a second solution
    have hD2 : IsResponse (Matrix.diagonal e) (Matrix.diagonal p) V
        (D + Matrix.single i j 1) := by
      rw [isResponse_iff_entries]
      intro a b
      obtain ⟨h1, h2⟩ := (isResponse_iff_entries e p V D).1 hD a b
      by_cases hab : i = a ∧ j = b
      · obtain ⟨rfl, rfl⟩ := hab
        have h11 : Matrix.single i j (1 : K) i j = 1 := by simp
        rw [Matrix.add_apply, h11]
        exact ⟨by linear_combination h1 + hs, by linear_combination h2 + he⟩
      · simp only [Matrix.add_apply, Matrix.single_apply, if_neg hab, add_zero]
        exact ⟨h1, h2⟩
    have h3 := congrFun (congrFun (huniq _ hD2) i) j
    simp at h3
  · intro gap
    exact ⟨sumOverStates e p V, (isResponse_iff_sumOverStates e p hp gap V _).2 rfl,
      fun D hD => (isResponse_iff_sumOverStates e p hp gap V D).1 hD⟩
```

The product rule for transformed matrices is `key`.

```lean
/-- The response conditions keep their form under a change of basis `U` with inverse `W`. -/
theorem IsResponse.changeBasis {H P V D U W : Matrix n n K} (hWU : W * U = 1)
    (h : IsResponse H P V D) :
    IsResponse (U * H * W) (U * P * W) (U * V * W) (U * D * W) := by
  have key : ∀ X Y : Matrix n n K, U * X * W * (U * Y * W) = U * (X * Y) * W := by
    intro X Y
    calc U * X * W * (U * Y * W) = U * X * (W * U) * Y * W := by noncomm_ring
      _ = U * (X * Y) * W := by rw [hWU]; noncomm_ring
  have h1 := congrArg (fun X => U * X * W) h.1
  have h2 := congrArg (fun X => U * X * W) h.2
  unfold IsResponse
  simp only [key]
  exact ⟨by simpa only [mul_add, add_mul] using h1, by simpa only [mul_sub, sub_mul] using h2⟩
```

Only `W * U = 1` is assumed, so the columns of `U` need not be orthonormal. In a fixed basis with overlap matrix $S$, the usual Hamiltonian, density and perturbation matrices can enter as $S^{-1}H$, $PS$ and $S^{-1}V$; $D$ is then the first-order change of $PS$. The proof moves to the eigenbasis, uses the diagonal result and returns.

```lean
/-- For a Hamiltonian and density matrix with common orbitals `U` (inverse `W`), occupations
0 or 1, and different energies whenever occupations differ, the response is the sum-over-states
matrix of the transformed perturbation, carried back to the original basis. -/
theorem isResponse_iff_orbitals (e p : n → K) (hp : ∀ i, p i = 0 ∨ p i = 1)
    (gap : ∀ i j, p i ≠ p j → e i ≠ e j) {U W : Matrix n n K} (hWU : W * U = 1)
    (V D : Matrix n n K) :
    IsResponse (U * Matrix.diagonal e * W) (U * Matrix.diagonal p * W) V D ↔
      D = U * sumOverStates e p (W * V * U) * W := by
  have hUW : U * W = 1 := mul_eq_one_comm.1 hWU
  have cancel : ∀ A B X : Matrix n n K, A * B = 1 → A * (B * X * A) * B = X := by
    intro A B X hAB
    calc A * (B * X * A) * B = (A * B) * X * (A * B) := by noncomm_ring
      _ = X := by rw [hAB, one_mul, mul_one]
  constructor
  · intro h
    have h' := h.changeBasis hUW
    rw [cancel W U _ hWU, cancel W U _ hWU, isResponse_iff_sumOverStates e p hp gap] at h'
    rw [← h', cancel U W _ hUW]
  · rintro rfl
    have h' := ((isResponse_iff_sumOverStates e p hp gap (W * V * U) _).2 rfl).changeBasis hWU
    rwa [cancel U W V hUW] at h'
```

Zero trace needs only idempotency and its linearised form, with no Hamiltonian.

```lean
omit [DecidableEq n] in
/-- A first-order change that preserves the idempotency of a density matrix has zero trace. -/
theorem trace_eq_zero {P D : Matrix n n K} (hP : P * P = P) (hD : P * D + D * P = D) :
    D.trace = 0 := by
  have h0 : P * D * P = 0 := by
    have h := congrArg (fun X => P * X) hD
    simp only [mul_add, ← mul_assoc, hP] at h
    exact add_eq_left.1 h
  have h1 : (P * D).trace = 0 := by
    calc (P * D).trace = (P * (P * D)).trace := by rw [← mul_assoc, hP]
      _ = (P * D * P).trace := Matrix.trace_mul_comm _ _
      _ = 0 := by rw [h0, Matrix.trace_zero]
  rw [← hD, Matrix.trace_add, Matrix.trace_mul_comm D P, h1, add_zero]
```

The trace formula is stated over the reals. The auxiliary `f` holds the occupied–empty terms; `key` writes each product as a term plus its mirror image, and exchanging the sums produces the factor 2.

```lean
/-- For a diagonal Hamiltonian and a diagonal density matrix, a real symmetric perturbation `V` with
response `D`, occupations 0 or 1, and different energies whenever occupations differ, the trace of
`V * D` is twice the sum of `V i a ^ 2 / (e i - e a)` over occupied `i` and empty `a`. -/
theorem trace_perturbation_mul_response (e p : n → ℝ) (hp : ∀ i, p i = 0 ∨ p i = 1)
    (gap : ∀ i j, p i ≠ p j → e i ≠ e j) {V D : Matrix n n ℝ} (hV : V.IsSymm)
    (hD : IsResponse (Matrix.diagonal e) (Matrix.diagonal p) V D) :
    (V * D).trace = 2 * ∑ i with p i = 1, ∑ a with p a = 0, V i a ^ 2 / (e i - e a) := by
  rw [(isResponse_iff_sumOverStates e p hp gap V D).1 hD]
  obtain ⟨f, hf⟩ : ∃ f : n → n → ℝ, ∀ i a, f i a =
      if p i = 1 then (if p a = 0 then V i a ^ 2 / (e i - e a) else 0) else 0 :=
    ⟨_, fun _ _ => rfl⟩
  -- each product of entries is `f i j` plus its mirror image; both vanish if `p i = p j`
  have key : ∀ i j, V i j * sumOverStates e p V j i = f i j + f j i := by
    intro i j
    have hs : V j i = V i j := hV.apply i j
    have hinv : (e j - e i)⁻¹ = -(e i - e j)⁻¹ := by rw [← neg_sub, inv_neg]
    rcases hp i with a | a <;> rcases hp j with b | b <;>
      simp [hf, sumOverStates, a, b, hs, div_eq_mul_inv, hinv] <;> ring
  have hsum : ∑ i with p i = 1, ∑ a with p a = 0, V i a ^ 2 / (e i - e a)
      = ∑ i, ∑ a, f i a := by
    simp only [Finset.sum_filter, hf]
    refine Finset.sum_congr rfl fun i _ => ?_
    by_cases h : p i = 1 <;> simp [h]
  have hc : ∑ i, ∑ j, f j i = ∑ i, ∑ j, f i j := Finset.sum_comm
  simp only [Matrix.trace, Matrix.diag_apply, Matrix.mul_apply, key, Finset.sum_add_distrib]
  rw [hc, hsum]
  ring
```

The hypothesis `aufbau` places occupied levels below empty ones. It implies `gap` and makes each denominator negative.

```lean
/-- For a diagonal Hamiltonian and a diagonal density matrix, if occupations are 0 or 1 and every
occupied level lies below every empty one, the trace of `V * D` is not positive for a real symmetric
perturbation `V` with response `D`. -/
theorem trace_perturbation_mul_response_nonpos (e p : n → ℝ) (hp : ∀ i, p i = 0 ∨ p i = 1)
    (aufbau : ∀ i a, p i = 1 → p a = 0 → e i < e a) {V D : Matrix n n ℝ} (hV : V.IsSymm)
    (hD : IsResponse (Matrix.diagonal e) (Matrix.diagonal p) V D) :
    (V * D).trace ≤ 0 := by
  have gap : ∀ i j, p i ≠ p j → e i ≠ e j := by
    intro i j hij
    rcases hp i with a | a <;> rcases hp j with b | b
    · exact absurd (a.trans b.symm) hij
    · exact (aufbau j i b a).ne'
    · exact (aufbau i j a b).ne
    · exact absurd (a.trans b.symm) hij
  rw [trace_perturbation_mul_response e p hp gap hV hD]
  have h : ∑ i with p i = 1, ∑ a with p a = 0, V i a ^ 2 / (e i - e a) ≤ 0 :=
    Finset.sum_nonpos fun i hi => Finset.sum_nonpos fun a ha =>
      div_nonpos_of_nonneg_of_nonpos (sq_nonneg _)
        (by linarith [aufbau i a (Finset.mem_filter.1 hi).2 (Finset.mem_filter.1 ha).2])
  linarith
```

A two-level example has $D_{01}=1/(-1-1)=-1/2$, with indices starting at 0.

```lean
/-- A two-level system with energies -1 and 1, the lower level occupied, and a coupling of
strength 1 has an idempotent density matrix and the displayed non-zero response. -/
theorem isResponse_witness :
    (!![1, 0; 0, 0] : Matrix (Fin 2) (Fin 2) ℝ) * !![1, 0; 0, 0] = !![1, 0; 0, 0] ∧
    IsResponse (!![-1, 0; 0, 1] : Matrix (Fin 2) (Fin 2) ℝ) !![1, 0; 0, 0]
      !![0, 1; 1, 0] !![0, -1/2; -1/2, 0] := by
  unfold IsResponse
  refine ⟨?_, ?_, ?_⟩ <;>
    (ext i j; fin_cases i <;> fin_cases j <;> norm_num [Matrix.mul_apply, Fin.sum_univ_two])
```

A rotation supplies a non-diagonal pair of orbital matrix and inverse.

```lean
/-- A plane rotation and its transpose are a non-trivial pair of orbital matrix and inverse. -/
theorem orbitals_witness :
    (!![3/5, 4/5; -4/5, 3/5] : Matrix (Fin 2) (Fin 2) ℝ) * !![3/5, -4/5; 4/5, 3/5] = 1 := by
  ext i j
  fin_cases i <;> fin_cases j <;> norm_num [Matrix.mul_apply, Fin.sum_univ_two]

end DensityMatrixResponse
```

```lean
#print axioms DensityMatrixResponse.existsUnique_response_iff_gap
#print axioms DensityMatrixResponse.isResponse_iff_orbitals
#print axioms DensityMatrixResponse.trace_eq_zero
#print axioms DensityMatrixResponse.trace_perturbation_mul_response_nonpos
```

```
'DensityMatrixResponse.existsUnique_response_iff_gap' depends on axioms: [propext, Classical.choice, Quot.sound]
'DensityMatrixResponse.isResponse_iff_orbitals' depends on axioms: [propext, Classical.choice, Quot.sound]
'DensityMatrixResponse.trace_eq_zero' depends on axioms: [propext, Classical.choice, Quot.sound]
'DensityMatrixResponse.trace_perturbation_mul_response_nonpos' depends on axioms: [propext, Classical.choice, Quot.sound]
```
